# Cubic B-splines on a uniform grid reproduce polynomials up to degree three

When an orbital that is known as a function of position is to be stored in a basis of cubic B-splines, often called blips, every grid point has to be given a coefficient. This is treated here in one dimension, with the blips scaled so that together they sum to one at every position. The obvious candidate for the coefficient, the value of the orbital at the grid point, then leaves an error that for a smooth orbital is, to leading order in the grid spacing, proportional to its curvature. A better rule subtracts a multiple of the second derivative, and for polynomials of degree at most three this corrected rule is exact.

The centred cubic B-spline on a grid of unit spacing is

\[
B(x)=\begin{cases}\tfrac23-x^2+\tfrac12|x|^3, & |x|\le 1,\\[2pt] \tfrac16(2-|x|)^3, & 1\le |x|\le 2,\\[2pt] 0, & |x|\ge 2.\end{cases}
\]

The claim is that for every real \(x\), with sums over all integers \(k\),

\[
\sum_k B(x-k)=1,\qquad \sum_k k\,B(x-k)=x,
\]
\[
\sum_k \left(k^2-\tfrac13\right)B(x-k)=x^2,\qquad \sum_k (k^3-k)\,B(x-k)=x^3 .
\]

## Four weights in one cell

Write \(x=n+t\) with \(n\) an integer and \(0\le t\le 1\). The grid points \(n-1,\,n,\,n+1,\,n+2\) lie at distances \(1+t,\ t,\ 1-t,\ 2-t\) from \(x\), and all others lie at distance two or more, where \(B\) vanishes. With \(w_j=B(x-n-j)\), the definition gives

\[
\begin{aligned}
6w_{-1}&=(1-t)^3=1-3t+3t^2-t^3, & 6w_0&=4-6t^2+3t^3,\\
6w_1&=1+3t+3t^2-3t^3, & 6w_2&=t^3 .
\end{aligned}
\]

Adding these with the factors \(1\), \(j\), \(j^2\) and \(j^3\) yields

\[
\sum_j w_j=1,\quad \sum_j j\,w_j=t,\quad \sum_j j^2w_j=t^2+\tfrac13,\quad \sum_j j^3w_j=t^3+t .
\]

Now put \(k=n+j\) and expand the powers:

\[
\begin{aligned}
\sum_k k\,B(x-k)&=n+t=x,\\
\sum_k k^2B(x-k)&=n^2+2nt+t^2+\tfrac13=x^2+\tfrac13,\\
\sum_k k^3B(x-k)&=n^3+3n^2t+3n\left(t^2+\tfrac13\right)+t^3+t=x^3+x .
\end{aligned}
\]

Subtracting \(\tfrac13\) times the zeroth sum from the second, and the first sum from the third, gives the claim.

## The curvature correction on a grid of spacing \(h\)

Let \(p(x)=a_0+a_1x+a_2x^2+a_3x^3\), and set \(x=hy\) with \(h\ne0\). Applying the four sums at \(y\) shows that \(p(x)\) is the blip expansion with coefficients

\[
a_0+a_1hk+a_2h^2\left(k^2-\tfrac13\right)+a_3h^3(k^3-k)=p(hk)-\tfrac13a_2h^2-a_3h^3k .
\]

Since \(p''(hk)=2a_2+6a_3hk\), the last two terms are \(-\tfrac{h^2}{6}p''(hk)\). Hence

\[
p(x)=\sum_k\left[p(hk)-\frac{h^2}{6}\,p''(hk)\right]B\!\left(\frac xh-k\right).
\]

Take \(p(x)=x^3\), \(h=\tfrac12\) and \(x=\tfrac34\). Then \(x/h=\tfrac32\), so \(n=1\) and \(t=\tfrac12\), and the weights at \(k=0,1,2,3\) are \(\tfrac1{48},\tfrac{23}{48},\tfrac{23}{48},\tfrac1{48}\). The corrected coefficients \(\tfrac18(k^3-k)\) are \(0,\,0,\,\tfrac34,\,3\), and the expansion gives

\[
\frac{\tfrac34\cdot 23+3}{48}=0.421875=\left(\tfrac34\right)^3 .
\]

The plain samples \(0,\tfrac18,1,\tfrac{27}8\) give \(0.609375\) instead. The excess, \(0.1875\), is \(\tfrac{h^2}{6}p''(x)\).

The bound on the degree matters. For \(p(x)=x^4\) and \(h=1\), the rule gives the coefficients \(k^4-2k^2\). At \(x=0\) only \(k=-1,0,1\) contribute, with weights \(\tfrac16,\tfrac23,\tfrac16\), and the sum is \(-\tfrac13\) instead of \(0\).

## Uniqueness, and the obstruction at degree four

Suppose two expansions on the unit grid represent the same function, and let \(e_j\) be the difference of their coefficients at \(n+j\). Then \(\sum_j e_jw_j\) is a cubic in \(t\) that vanishes on the whole cell, so each of its coefficients is zero:

\[
\begin{aligned}
e_{-1}+4e_0+e_1&=0, & -3e_{-1}+3e_1&=0,\\
3e_{-1}-6e_0+3e_1&=0, & -e_{-1}+3e_0-3e_1+e_2&=0 .
\end{aligned}
\]

The second and third equations give \(e_{-1}=e_0=e_1\), the first makes them zero, and the last gives \(e_2=0\). This holds in every cell, so the expansions have the same coefficients.

Every expansion is a cubic \(q(t)\) on the cell \([0,1]\), and therefore

\[
q(0)-4q(\tfrac14)+6q(\tfrac12)-4q(\tfrac34)+q(1)=0 .
\]

For \(t^4\) the same combination equals \(4!\,(\tfrac14)^4=\tfrac3{32}\). No choice of coefficients can therefore produce \(x^4\), even on a single cell.

## The B-spline as a Lean function

The function \(B\) is called `blip`. Its normalisation has \(B(0)=\tfrac23\) and makes the integer translates sum to one. Blips are also used with central value one; they are \(\tfrac32\) times the present function, and their coefficients are \(\tfrac23\) of those given here.

```lean
import Mathlib

open Polynomial

namespace CubicBlipReproduction

/-- The centred cubic B-spline (blip) on a grid of unit spacing. -/
noncomputable def blip (x : ℝ) : ℝ :=
  if |x| ≤ 1 then 2 / 3 - x ^ 2 + |x| ^ 3 / 2
  else if |x| ≤ 2 then (2 - |x|) ^ 3 / 6 else 0
```

The definition assigns \(|x|=1\) to the inner formula and \(|x|=2\) to the outer one. The next two lemmas show that the neighbouring formula is also valid at each joint, so that closed cells can be used without separate treatment of their end points. Each proof splits on the branch of the definition and evaluates the joint explicitly.

```lean
/-- For `1 ≤ |x| ≤ 2`, both ends included, the blip is `(2 - |x|)³/6`. -/
theorem blip_outer {x : ℝ} (h1 : 1 ≤ |x|) (h2 : |x| ≤ 2) :
    blip x = (2 - |x|) ^ 3 / 6 := by
  unfold blip
  by_cases h : |x| ≤ 1
  · have e : |x| = 1 := le_antisymm h h1
    rw [if_pos h, ← sq_abs x, e]
    norm_num
  · rw [if_neg h, if_pos h2]

/-- The blip vanishes at distance two or more from its centre. -/
theorem blip_far {x : ℝ} (h : 2 ≤ |x|) : blip x = 0 := by
  unfold blip
  have h1 : ¬ |x| ≤ 1 := not_le.mpr (by linarith)
  rw [if_neg h1]
  by_cases h2 : |x| ≤ 2
  · have e : |x| = 2 := le_antisymm h2 h
    rw [if_pos h2, e]
    norm_num
  · rw [if_neg h2]
```

## Reduction to a cubic in each cell

The coefficients are an arbitrary function `c : ℤ → ℝ`, with no decay or boundedness required. `HasSum f a` says that the series with terms `f k` converges to `a` independently of the order of summation. Here at most four terms are nonzero at any point.

In the proof, the equations `e1` to `e4` evaluate the four weights \(w_{-1},w_0,w_1,w_2\); they are unrelated to the differences \(e_j\) above. The statement `hz` shows that every other integer lies at distance two or more, which turns the infinite sum into a sum over four integers.

```lean
/-- At the point `n + t` of a grid cell, with `0 ≤ t ≤ 1`, a blip expansion with arbitrary
coefficients converges to an explicit cubic in `t` built from four neighbouring coefficients. -/
theorem hasSum_cell (c : ℤ → ℝ) (n : ℤ) {t : ℝ} (h0 : 0 ≤ t) (h1 : t ≤ 1) :
    HasSum (fun k : ℤ => c k * blip ((n : ℝ) + t - (k : ℝ)))
      (c (n - 1) * ((1 - t) ^ 3 / 6) + c n * ((3 * t ^ 3 - 6 * t ^ 2 + 4) / 6)
        + c (n + 1) * ((-3 * t ^ 3 + 3 * t ^ 2 + 3 * t + 1) / 6)
        + c (n + 2) * (t ^ 3 / 6)) := by
  -- the four blips that overlap the cell
  have e1 : blip ((n : ℝ) + t - ((n - 1 : ℤ) : ℝ)) = (1 - t) ^ 3 / 6 := by
    have e : (n : ℝ) + t - ((n - 1 : ℤ) : ℝ) = 1 + t := by push_cast; ring
    have a : |1 + t| = 1 + t := abs_of_nonneg (by linarith)
    have b : 1 ≤ |1 + t| := by rw [a]; linarith
    have b' : |1 + t| ≤ 2 := by rw [a]; linarith
    rw [e, blip_outer b b', a]
    ring
  have e2 : blip ((n : ℝ) + t - (n : ℝ)) = (3 * t ^ 3 - 6 * t ^ 2 + 4) / 6 := by
    have e : (n : ℝ) + t - (n : ℝ) = t := by ring
    have a : |t| = t := abs_of_nonneg h0
    have b : |t| ≤ 1 := by rw [a]; exact h1
    rw [e, blip, if_pos b, a]
    ring
  have e3 : blip ((n : ℝ) + t - ((n + 1 : ℤ) : ℝ))
      = (-3 * t ^ 3 + 3 * t ^ 2 + 3 * t + 1) / 6 := by
    have e : (n : ℝ) + t - ((n + 1 : ℤ) : ℝ) = t - 1 := by push_cast; ring
    have a : |t - 1| = 1 - t := by
      have := abs_of_nonpos (show t - 1 ≤ 0 by linarith)
      linarith
    have b : |t - 1| ≤ 1 := by rw [a]; linarith
    rw [e, blip, if_pos b, a]
    ring
  have e4 : blip ((n : ℝ) + t - ((n + 2 : ℤ) : ℝ)) = t ^ 3 / 6 := by
    have e : (n : ℝ) + t - ((n + 2 : ℤ) : ℝ) = t - 2 := by push_cast; ring
    have a : |t - 2| = 2 - t := by
      have := abs_of_nonpos (show t - 2 ≤ 0 by linarith)
      linarith
    have b : 1 ≤ |t - 2| := by rw [a]; linarith
    have b' : |t - 2| ≤ 2 := by rw [a]; linarith
    rw [e, blip_outer b b', a]
    ring
  -- all other blips vanish there
  have hz : ∀ k ∉ ({n - 1, n, n + 1, n + 2} : Finset ℤ),
      c k * blip ((n : ℝ) + t - (k : ℝ)) = 0 := by
    intro k hk
    simp only [Finset.mem_insert, Finset.mem_singleton, not_or] at hk
    have hk' : k ≤ n - 2 ∨ n + 3 ≤ k := by omega
    have far : 2 ≤ |(n : ℝ) + t - (k : ℝ)| := by
      rcases hk' with h | h
      · have h' : (k : ℝ) ≤ (n : ℝ) - 2 := by exact_mod_cast h
        have := le_abs_self ((n : ℝ) + t - (k : ℝ))
        linarith
      · have h' : (n : ℝ) + 3 ≤ (k : ℝ) := by exact_mod_cast h
        have := neg_le_abs ((n : ℝ) + t - (k : ℝ))
        linarith
    rw [blip_far far, mul_zero]
  have m1 : n - 1 ∉ ({n, n + 1, n + 2} : Finset ℤ) := by
    simp only [Finset.mem_insert, Finset.mem_singleton]; omega
  have m2 : n ∉ ({n + 1, n + 2} : Finset ℤ) := by
    simp only [Finset.mem_insert, Finset.mem_singleton]; omega
  have m3 : n + 1 ∉ ({n + 2} : Finset ℤ) := by
    simp only [Finset.mem_singleton]; omega
  have hs : HasSum (fun k : ℤ => c k * blip ((n : ℝ) + t - (k : ℝ)))
      (∑ k ∈ ({n - 1, n, n + 1, n + 2} : Finset ℤ), c k * blip ((n : ℝ) + t - (k : ℝ))) :=
    hasSum_sum_of_ne_finset_zero hz
  rw [Finset.sum_insert m1, Finset.sum_insert m2, Finset.sum_insert m3,
    Finset.sum_singleton, e1, e2, e3, e4] at hs
  convert hs using 1
  ring
```

## The four moment sums

The theorem states the four sums for every real `x`, convergence included. Its Lean name alludes to the Strang-Fix conditions, which express polynomial reproduction through zeros of the Fourier transform of \(B\); "order four" counts the reproduced powers \(1,x,x^2,x^3\). Those conditions are neither stated nor used here, and the theorem is not an error estimate for smooth functions.

The proof takes \(n\) as the floor of \(x\) and \(t\) as its fractional part, and applies `hasSum_cell` to each of the four coefficient sequences. What remains are the polynomial identities in \(n\) and \(t\) derived above, which `ring` verifies.

```lean
/-- At every real `x`, the blip expansions with coefficients `1`, `k`, `k² - 1/3` and `k³ - k`
converge to `1`, `x`, `x²` and `x³`. -/
theorem strang_fix_order_four (x : ℝ) :
    HasSum (fun k : ℤ => blip (x - (k : ℝ))) 1 ∧
    HasSum (fun k : ℤ => (k : ℝ) * blip (x - (k : ℝ))) x ∧
    HasSum (fun k : ℤ => ((k : ℝ) ^ 2 - 1 / 3) * blip (x - (k : ℝ))) (x ^ 2) ∧
    HasSum (fun k : ℤ => ((k : ℝ) ^ 3 - (k : ℝ)) * blip (x - (k : ℝ))) (x ^ 3) := by
  -- locate the cell that contains x
  obtain ⟨n, t, h0, h1, rfl⟩ : ∃ n : ℤ, ∃ t : ℝ, 0 ≤ t ∧ t ≤ 1 ∧ x = (n : ℝ) + t :=
    ⟨⌊x⌋, Int.fract x, Int.fract_nonneg x, (Int.fract_lt_one x).le,
      (Int.floor_add_fract x).symm⟩
  refine ⟨?_, ?_, ?_, ?_⟩
  · have h := hasSum_cell (fun _ => 1) n h0 h1
    simp only [one_mul] at h
    convert h using 1
    ring
  · convert hasSum_cell (fun k => (k : ℝ)) n h0 h1 using 1
    push_cast
    ring
  · convert hasSum_cell (fun k => (k : ℝ) ^ 2 - 1 / 3) n h0 h1 using 1
    push_cast
    ring
  · convert hasSum_cell (fun k => (k : ℝ) ^ 3 - (k : ℝ)) n h0 h1 using 1
    push_cast
    ring
```

## Exact coefficients for a cubic polynomial

Here `p : ℝ[X]` is a real polynomial, `p.natDegree ≤ 3` bounds its degree, and `p.eval x` is \(p(x)\). The blip centred at \(hk\) appears as `blip (x / h - (k : ℝ))`. The hypothesis `h ≠ 0` also admits negative values, which number the same grid in reverse; a physical spacing is positive.

The proof writes \(p\) and \(p''\) through the coefficients of \(p\) (`ev` and `ev2`), passes to \(y=x/h\), and adds the four moment sums with the factors \(a_0,\ a_1h,\ a_2h^2,\ a_3h^3\). The final `ring` steps identify the combined coefficient with \(p(hk)-\tfrac{h^2}{6}p''(hk)\) and the total with \(p(x)\).

```lean
/-- On a grid of nonzero spacing `h`, every polynomial `p` of degree at most three is reproduced
exactly by blips with the coefficients `p(hk) - (h²/6) p''(hk)`. -/
theorem cubic_reproduction (p : ℝ[X]) (hp : p.natDegree ≤ 3) {h : ℝ} (hh : h ≠ 0) (x : ℝ) :
    HasSum (fun k : ℤ => (p.eval (h * (k : ℝ))
      - h ^ 2 / 6 * (derivative (derivative p)).eval (h * (k : ℝ))) * blip (x / h - (k : ℝ)))
      (p.eval x) := by
  have ev : ∀ y : ℝ, p.eval y
      = p.coeff 0 + p.coeff 1 * y + p.coeff 2 * y ^ 2 + p.coeff 3 * y ^ 3 := by
    intro y
    rw [Polynomial.eval_eq_sum_range' (show p.natDegree < 4 by omega)]
    simp only [Finset.sum_range_succ, Finset.sum_range_zero]
    ring
  have ev2 : ∀ y : ℝ, (derivative (derivative p)).eval y
      = 2 * p.coeff 2 + 6 * p.coeff 3 * y := by
    intro y
    have d1 := natDegree_derivative_le p
    have d2 := natDegree_derivative_le (derivative p)
    rw [Polynomial.eval_eq_sum_range'
      (show (derivative (derivative p)).natDegree < 2 by omega)]
    simp only [Finset.sum_range_succ, Finset.sum_range_zero, coeff_derivative,
      zero_add, Nat.reduceAdd]
    push_cast
    ring
  -- pass to the reduced coordinate y = x / h
  obtain ⟨y, rfl⟩ : ∃ y, x = h * y := ⟨x / h, by field_simp⟩
  have hy : h * y / h = y := by field_simp
  rw [hy]
  obtain ⟨s0, s1, s2, s3⟩ := strang_fix_order_four y
  have s := (((s0.mul_left (p.coeff 0)).add (s1.mul_left (p.coeff 1 * h))).add
    (s2.mul_left (p.coeff 2 * h ^ 2))).add (s3.mul_left (p.coeff 3 * h ^ 3))
  have s' : HasSum (fun k : ℤ => p.coeff 0 * blip (y - (k : ℝ))
      + p.coeff 1 * h * ((k : ℝ) * blip (y - (k : ℝ)))
      + p.coeff 2 * h ^ 2 * (((k : ℝ) ^ 2 - 1 / 3) * blip (y - (k : ℝ)))
      + p.coeff 3 * h ^ 3 * (((k : ℝ) ^ 3 - (k : ℝ)) * blip (y - (k : ℝ))))
      (p.coeff 0 * 1 + p.coeff 1 * h * y + p.coeff 2 * h ^ 2 * y ^ 2
        + p.coeff 3 * h ^ 3 * y ^ 3) := s
  convert s' using 1
  · funext k
    rw [ev, ev2]
    ring
  · rw [ev]
    ring
```

In electronic-structure calculations that store orbitals in blips, this gives a rule for setting the coefficients, exact for cubic polynomials in one dimension on an unbounded grid. An orbital is not a cubic polynomial. The rule can still be applied to its values and second derivatives at the grid points, but the expansion is then in general only approximate. The error comes from the part of the orbital beyond its cubic Taylor polynomial near each point; one expects it to be of order \(h^4\) for a smooth orbital, but the theorem does not estimate it.

## Coefficients fixed by the function

The hypotheses `hc` and `hd` say that the expansions with coefficients `c` and `d` converge to the same function `f` at every real point; nothing else is assumed about `f`. In the cell starting at an arbitrary `n`, the proof equates the two cubics at \(t=0,\tfrac13,\tfrac23,1\). Since a cubic is determined by four values, these equations carry the same information as the comparison of powers of \(t\) above, and `linarith` solves them for `c n = d n`.

```lean
/-- Two blip expansions that converge to the same function on the whole line have the same
coefficients. -/
theorem coefficients_unique {c d : ℤ → ℝ} {f : ℝ → ℝ}
    (hc : ∀ x : ℝ, HasSum (fun k : ℤ => c k * blip (x - (k : ℝ))) (f x))
    (hd : ∀ x : ℝ, HasSum (fun k : ℤ => d k * blip (x - (k : ℝ))) (f x)) : c = d := by
  funext n
  have key := fun (t : ℝ) (h0 : 0 ≤ t) (h1 : t ≤ 1) =>
    ((hc ((n : ℝ) + t)).unique (hasSum_cell c n h0 h1)).symm.trans
      ((hd ((n : ℝ) + t)).unique (hasSum_cell d n h0 h1))
  -- four sample points in one cell fix its four coefficients
  have k0 := key 0 (by norm_num) (by norm_num)
  have k1 := key (1 / 3) (by norm_num) (by norm_num)
  have k2 := key (2 / 3) (by norm_num) (by norm_num)
  have k3 := key 1 (by norm_num) (by norm_num)
  linarith
```

## No expansion for \(x^4\)

`Set.Icc (0 : ℝ) 1` is the closed interval \([0,1]\). The theorem excludes every coefficient sequence on the unit grid, not only the one given by the curvature rule. Its proof assumes such a sequence, evaluates the cell cubic at five equally spaced points, and leaves `linarith` to find the contradiction, which is the fourth difference computed above.

```lean
/-- No blip expansion on the unit grid equals `x⁴` throughout the cell `[0, 1]`. -/
theorem quartic_not_reproduced :
    ¬ ∃ c : ℤ → ℝ, ∀ x ∈ Set.Icc (0 : ℝ) 1,
      HasSum (fun k : ℤ => c k * blip (x - (k : ℝ))) (x ^ 4) := by
  rintro ⟨c, hc⟩
  have key := fun (t : ℝ) (h0 : 0 ≤ t) (h1 : t ≤ 1) =>
    (hc (((0 : ℤ) : ℝ) + t) ⟨by simpa using h0, by simpa using h1⟩).unique
      (hasSum_cell c 0 h0 h1)
  -- the fourth difference of a cubic vanishes, that of x⁴ does not
  have k0 := key 0 (by norm_num) (by norm_num)
  have k1 := key (1 / 4) (by norm_num) (by norm_num)
  have k2 := key (1 / 2) (by norm_num) (by norm_num)
  have k3 := key (3 / 4) (by norm_num) (by norm_num)
  have k4 := key 1 (by norm_num) (by norm_num)
  simp only [Int.cast_zero, zero_add] at k0 k1 k2 k3 k4
  linarith

end CubicBlipReproduction
```

```lean
#print axioms CubicBlipReproduction.cubic_reproduction
-- 'CubicBlipReproduction.cubic_reproduction' depends on axioms: [propext, Classical.choice, Quot.sound]
#print axioms CubicBlipReproduction.coefficients_unique
-- 'CubicBlipReproduction.coefficients_unique' depends on axioms: [propext, Classical.choice, Quot.sound]
#print axioms CubicBlipReproduction.quartic_not_reproduced
-- 'CubicBlipReproduction.quartic_not_reproduced' depends on axioms: [propext, Classical.choice, Quot.sound]
```
